# The phase-averaged transmittance of an absorbing slab determines its absorption when the face reflectance is known

In a real slab, thickness and wavelength affect both the absorption and the interference phase. Here the two are independent: the single-pass intensity factor A and the face reflectance R stay fixed while the round-trip phase θ runs uniformly over one period. This idealises a measurement that blurs the fringes while absorption hardly changes.

In Lean 4 with Mathlib:

```lean
import Mathlib

open Real

namespace SlabTransmittance

noncomputable section
```

The first lines load the Mathlib library and allow short names such as `π` and `cos`.

```lean
/-- Amplitude of the beam that leaves a slab after `n` internal round trips, up to a common phase:
`R` is the reflectance of each face, `A` the intensity factor of one pass, `θ` the round-trip
phase. -/
def beamAmplitude (R A θ : ℝ) (n : ℕ) : ℂ :=
  (((1 - R) * √A : ℝ) : ℂ) * (((R * A : ℝ) : ℂ) * Complex.exp (θ * Complex.I)) ^ n
```

A `def` introduces a quantity. This one is the amplitude of the beam that leaves after n round trips:

tₙ = (1−R) √A (RA e^{iθ})ⁿ

The direct beam is n = 0. Each round trip adds two reflections (factor R) and two passes (factor A). Reflection phases are absorbed into θ. Both faces are alike, and the two transmissions together contribute 1−R, which neglects the effect of absorption on the face coefficients.

```lean
/-- Airy transmittance of an absorbing slab at round-trip phase `θ`, for nonzero denominator. -/
def airyTransmittance (R A θ : ℝ) : ℝ :=
  (1 - R) ^ 2 * A / (1 - 2 * R * A * cos θ + R ^ 2 * A ^ 2)
```

This is the Airy transmittance, (1−R)²A / (1 − 2RA cos θ + R²A²).

```lean
/-- Transmittance averaged over one full period of the round-trip phase. -/
def meanTransmittance (R A : ℝ) : ℝ :=
  (∫ θ in (0 : ℝ)..(2 * π), airyTransmittance R A θ) / (2 * π)
```

The mean is the integral over [0, 2π] divided by 2π.

```lean
/-- Single-pass absorption factor computed from the reflectance `R` and a mean transmittance `T`,
both nonzero. -/
def absorptionFactor (R T : ℝ) : ℝ :=
  (√((1 - R) ^ 4 + 4 * T ^ 2 * R ^ 2) - (1 - R) ^ 2) / (2 * T * R ^ 2)
```

This is the candidate inverse, a formula in R and a measured mean T:

A = (√((1−R)⁴ + 4T²R²) − (1−R)²) / (2TR²)

```lean
/-- For `0 ≤ R < 1` and `0 ≤ A ≤ 1`, the product `R A` lies in `[0, 1)` and `1 - R² A²` is
positive. -/
theorem round_trip_bounds {R A : ℝ} (hR : 0 ≤ R) (hR1 : R < 1) (hA : 0 ≤ A) (hA1 : A ≤ 1) :
    0 ≤ R * A ∧ R * A < 1 ∧ 0 < 1 - R ^ 2 * A ^ 2 := by
  have h0 : 0 ≤ R * A := mul_nonneg hR hA
  have h1 : R * A < 1 := by
    have := mul_le_mul_of_nonneg_left hA1 hR
    linarith
  refine ⟨h0, h1, ?_⟩
  have h2 : 0 < (1 - R * A) * (1 + R * A) := mul_pos (by linarith) (by linarith)
  linarith [show (1 - R * A) * (1 + R * A) = 1 - R ^ 2 * A ^ 2 by ring]
```

In a `theorem`, named assumptions such as `hR : 0 ≤ R` stand in parentheses, and the colon after them introduces the conclusion. Write r = RA. Since A ≤ 1, we have 0 ≤ r ≤ R < 1, hence 1−r² = (1−r)(1+r) > 0.

```lean
/-- For `0 ≤ R < 1` and `0 ≤ A ≤ 1` the amplitudes of the transmitted beams are summable, and the
squared modulus of their sum is the Airy transmittance. -/
theorem coherent_sum {R A : ℝ} (hR : 0 ≤ R) (hR1 : R < 1) (hA : 0 ≤ A) (hA1 : A ≤ 1) (θ : ℝ) :
    Summable (beamAmplitude R A θ) ∧
      ‖∑' n, beamAmplitude R A θ n‖ ^ 2 = airyTransmittance R A θ := by
  obtain ⟨h0, h1, -⟩ := round_trip_bounds hR hR1 hA hA1
  have hz : ‖((R * A : ℝ) : ℂ) * Complex.exp (θ * Complex.I)‖ < 1 := by
    rw [norm_mul, Complex.norm_exp_ofReal_mul_I, mul_one, Complex.norm_real,
      Real.norm_of_nonneg h0]
    exact h1
  have hs := (hasSum_geometric_of_norm_lt_one hz).mul_left (((1 - R) * √A : ℝ) : ℂ)
  have hsum : HasSum (beamAmplitude R A θ) _ := hs
  refine ⟨hsum.summable, ?_⟩
  -- squared modulus of the denominator of the summed series
  have hn : ∀ r : ℝ, Complex.normSq (1 - (r : ℂ) * Complex.exp (θ * Complex.I))
      = 1 - 2 * r * cos θ + r ^ 2 := by
    intro r
    have hre : (1 - (r : ℂ) * Complex.exp (θ * Complex.I)).re = 1 - r * cos θ := by
      simp [Complex.exp_ofReal_mul_I_re]
    have him : (1 - (r : ℂ) * Complex.exp (θ * Complex.I)).im = -(r * sin θ) := by
      simp [Complex.exp_ofReal_mul_I_im]
    rw [Complex.normSq_apply, hre, him]
    linear_combination r ^ 2 * sin_sq_add_cos_sq θ
  rw [hsum.tsum_eq, norm_mul, norm_inv, mul_pow, inv_pow, Complex.norm_real, Real.norm_eq_abs,
    sq_abs, Complex.sq_norm, hn, mul_pow, Real.sq_sqrt hA, airyTransmittance, div_eq_mul_inv]
  congr 2
  ring
```

`Summable` says that the beam series converges; `∑'` is its sum. The geometric series gives

Σ tₙ = (1−R)√A / (1 − r e^{iθ})

|1 − r e^{iθ}|² = (1 − r cos θ)² + r² sin²θ = 1 − 2r cos θ + r²

so the squared modulus is the Airy function. In the proof, `hz` bounds the ratio and `hn` computes the denominator.

```lean
/-- For `0 ≤ R < 1` and `0 ≤ A ≤ 1` the intensities of the transmitted beams, added without
interference, sum to `(1-R)² A / (1 - R² A²)`. -/
theorem incoherent_sum {R A : ℝ} (hR : 0 ≤ R) (hR1 : R < 1) (hA : 0 ≤ A) (hA1 : A ≤ 1) (θ : ℝ) :
    HasSum (fun n => ‖beamAmplitude R A θ n‖ ^ 2) ((1 - R) ^ 2 * A / (1 - R ^ 2 * A ^ 2)) := by
  obtain ⟨h0, h1, -⟩ := round_trip_bounds hR hR1 hA hA1
  have hc : 0 ≤ (1 - R) * √A := mul_nonneg (by linarith) (Real.sqrt_nonneg A)
  have hterm : ∀ n, ‖beamAmplitude R A θ n‖ ^ 2 = (1 - R) ^ 2 * A * ((R * A) ^ 2) ^ n := by
    intro n
    have h2 : ‖beamAmplitude R A θ n‖ = (1 - R) * √A * (R * A) ^ n := by
      rw [beamAmplitude, norm_mul, norm_pow, norm_mul, Complex.norm_exp_ofReal_mul_I, mul_one,
        Complex.norm_real, Complex.norm_real, Real.norm_of_nonneg hc, Real.norm_of_nonneg h0]
    calc ‖beamAmplitude R A θ n‖ ^ 2 = (1 - R) ^ 2 * (√A) ^ 2 * ((R * A) ^ 2) ^ n := by
          rw [h2]; ring
      _ = _ := by rw [Real.sq_sqrt hA]
  have hq : (R * A) ^ 2 < 1 := by nlinarith
  have hg := (hasSum_geometric_of_lt_one (sq_nonneg (R * A)) hq).mul_left ((1 - R) ^ 2 * A)
  simp_rw [hterm]
  rw [div_eq_mul_inv, ← mul_pow]
  exact hg
```

Without interference, intensities add:

Σ |tₙ|² = (1−R)²A Σ r²ⁿ = (1−R)²A / (1−r²)

`HasSum` states the convergence together with this value.

```lean
/-- For `0 ≤ r < 1` the Poisson kernel `(1 - r²)/(1 - 2 r cos θ + r²)` integrates to `2π` over a
full period. -/
theorem integral_poisson_kernel {r : ℝ} (h0 : 0 ≤ r) (h1 : r < 1) :
    ∫ θ in (0 : ℝ)..(2 * π), (1 - r ^ 2) / (1 - 2 * r * cos θ + r ^ 2) = 2 * π := by
  have hD : ∀ θ : ℝ, 0 < 1 - 2 * r * cos θ + r ^ 2 := fun θ => by
    nlinarith [mul_nonneg h0 (sub_nonneg.2 (cos_le_one θ)), pow_pos (sub_pos.2 h1) 2]
  -- an antiderivative that is smooth on the whole line
  have hder : ∀ θ : ℝ, HasDerivAt (fun x => x + 2 * arctan (r * sin x / (1 - r * cos x)))
      ((1 - r ^ 2) / (1 - 2 * r * cos θ + r ^ 2)) θ := by
    intro θ
    have hc : 0 < 1 - r * cos θ := by
      have := mul_le_mul_of_nonneg_left (cos_le_one θ) h0
      linarith
    have hs : HasDerivAt (fun x => r * sin x) (r * cos θ) θ := (hasDerivAt_sin θ).const_mul r
    have hu : HasDerivAt (fun x => 1 - r * cos x) (r * sin θ) θ :=
      (((hasDerivAt_cos θ).const_mul r).const_sub 1).congr_deriv (by ring)
    have h := (hasDerivAt_id' θ).fun_add ((hs.fun_div hu hc.ne').arctan.const_mul 2)
    refine h.congr_deriv ?_
    show 1 + 2 * (1 / (1 + (r * sin θ / (1 - r * cos θ)) ^ 2) *
      ((r * cos θ * (1 - r * cos θ) - r * sin θ * (r * sin θ)) / (1 - r * cos θ) ^ 2)) = _
    have e : 1 + (r * sin θ / (1 - r * cos θ)) ^ 2
        = (1 - 2 * r * cos θ + r ^ 2) / (1 - r * cos θ) ^ 2 := by
      rw [show 1 - 2 * r * cos θ + r ^ 2 = (1 - r * cos θ) ^ 2 + (r * sin θ) ^ 2 by
        linear_combination (-r ^ 2) * sin_sq_add_cos_sq θ,
        add_div, div_self (pow_ne_zero 2 hc.ne'), div_pow]
    have hm : r * cos θ * (1 - r * cos θ) - r * sin θ * (r * sin θ) = r * cos θ - r ^ 2 := by
      linear_combination (-r ^ 2) * sin_sq_add_cos_sq θ
    have key : ∀ u D m : ℝ, u ≠ 0 → D ≠ 0 →
        1 + 2 * (1 / (D / u ^ 2) * (m / u ^ 2)) = (D + 2 * m) / D := by
      intro u D m hu hD
      field_simp
    rw [e, hm, key _ _ _ hc.ne' (hD θ).ne']
    congr 1
    ring
  have hcont : Continuous fun θ : ℝ => (1 - r ^ 2) / (1 - 2 * r * cos θ + r ^ 2) :=
    Continuous.div (by fun_prop) (by fun_prop) (fun θ => (hD θ).ne')
  rw [intervalIntegral.integral_eq_sub_of_hasDerivAt (fun θ _ => hder θ)
    (hcont.intervalIntegrable _ _)]
  simp
```

To integrate the Poisson kernel, put u = r sin θ, v = 1 − r cos θ and D = u² + v² = 1 − 2r cos θ + r². Since v > 0, the function F = θ + 2 arctan(u/v) is smooth everywhere. With u′ = r cos θ and v′ = r sin θ,

F′ = 1 + 2(u′v − uv′)/D = 1 + 2(r cos θ − r²)/D = (1−r²)/D

The sine vanishes at both ends, so F(2π) − F(0) = 2π. The step `hder` is this derivative, `hcont` supplies integrability, and the fundamental theorem of calculus finishes.

```lean
/-- For `0 ≤ R < 1` and `0 ≤ A ≤ 1` the phase-averaged Airy transmittance is
`(1-R)² A / (1 - R² A²)`. -/
theorem meanTransmittance_eq {R A : ℝ} (hR : 0 ≤ R) (hR1 : R < 1) (hA : 0 ≤ A) (hA1 : A ≤ 1) :
    meanTransmittance R A = (1 - R) ^ 2 * A / (1 - R ^ 2 * A ^ 2) := by
  obtain ⟨h0, h1, h2⟩ := round_trip_bounds hR hR1 hA hA1
  -- the Airy function is a constant times the Poisson kernel with `r = R A`
  have hpt : ∀ θ, airyTransmittance R A θ = (1 - R) ^ 2 * A / (1 - R ^ 2 * A ^ 2) *
      ((1 - (R * A) ^ 2) / (1 - 2 * (R * A) * cos θ + (R * A) ^ 2)) := by
    intro θ
    have key : ∀ k p D : ℝ, p ≠ 0 → k / D = k / p * (p / D) := by
      intro k p D hp
      rw [← mul_div_assoc, div_mul_cancel₀ _ hp]
    rw [airyTransmittance, key _ _ _ h2.ne', mul_pow, ← mul_assoc 2 R A]
  have hpi : 2 * π ≠ 0 := by positivity
  simp_rw [meanTransmittance, hpt]
  rw [intervalIntegral.integral_const_mul, integral_poisson_kernel h0 h1,
    mul_div_cancel_right₀ _ hpi]
```

The Airy function is (1−R)²A/(1−r²) times the kernel (`hpt`), and the kernel averages to 1. Therefore

T = (1−R)²A / (1−R²A²)

which is also the incoherent sum.

```lean
/-- At fixed reflectance `0 ≤ R < 1` the mean transmittance is strictly increasing in the
single-pass factor `A` on `[0, 1]`. -/
theorem meanTransmittance_strictMonoOn {R : ℝ} (hR : 0 ≤ R) (hR1 : R < 1) :
    StrictMonoOn (meanTransmittance R) (Set.Icc 0 1) := by
  intro a ha b hb hab
  rw [meanTransmittance_eq hR hR1 ha.1 ha.2, meanTransmittance_eq hR hR1 hb.1 hb.2,
    div_lt_div_iff₀ (round_trip_bounds hR hR1 ha.1 ha.2).2.2
      (round_trip_bounds hR hR1 hb.1 hb.2).2.2]
  have hp : 0 < (1 - R) ^ 2 := pow_pos (sub_pos.2 hR1) 2
  have hq : 0 < 1 + R ^ 2 * (a * b) := by
    have := mul_nonneg (sq_nonneg R) (mul_nonneg ha.1 hb.1)
    linarith
  have h := mul_pos (mul_pos hp (sub_pos.2 hab)) hq
  linarith [show (1 - R) ^ 2 * (b - a) * (1 + R ^ 2 * (a * b)) =
    (1 - R) ^ 2 * b * (1 - R ^ 2 * a ^ 2) - (1 - R) ^ 2 * a * (1 - R ^ 2 * b ^ 2) by ring]
```

`StrictMonoOn` on `Set.Icc 0 1` means strictly increasing for A in [0, 1]. For a < b, cross-multiplying the two fractions leaves the difference

(1−R)²b(1−R²a²) − (1−R)²a(1−R²b²) = (1−R)²(b−a)(1+R²ab) > 0

```lean
/-- For `0 < R < 1` and `0 < A ≤ 1` the square-root formula recovers the single-pass factor `A`
from the mean transmittance. -/
theorem absorptionFactor_meanTransmittance {R A : ℝ} (hR : 0 < R) (hR1 : R < 1) (hA : 0 < A)
    (hA1 : A ≤ 1) : absorptionFactor R (meanTransmittance R A) = A := by
  have hD := (round_trip_bounds hR.le hR1 hA.le hA1).2.2
  have hT : 0 < meanTransmittance R A := by
    rw [meanTransmittance_eq hR.le hR1 hA.le hA1]
    exact div_pos (mul_pos (pow_pos (sub_pos.2 hR1) 2) hA) hD
  have hrel : meanTransmittance R A * (1 - R ^ 2 * A ^ 2) = (1 - R) ^ 2 * A := by
    rw [meanTransmittance_eq hR.le hR1 hA.le hA1, div_mul_cancel₀ _ hD.ne']
  generalize meanTransmittance R A = T at hT hrel ⊢
  -- the radicand is a perfect square
  have hs : √((1 - R) ^ 4 + 4 * T ^ 2 * R ^ 2) = 2 * T * R ^ 2 * A + (1 - R) ^ 2 := by
    rw [show (1 - R) ^ 4 + 4 * T ^ 2 * R ^ 2 = (2 * T * R ^ 2 * A + (1 - R) ^ 2) ^ 2 by
      linear_combination (4 * T * R ^ 2) * hrel]
    exact Real.sqrt_sq (by positivity)
  have hne : 2 * T * R ^ 2 ≠ 0 := by positivity
  rw [absorptionFactor, hs, add_sub_cancel_right, mul_div_cancel_left₀ _ hne]
```

The closed form rearranges to T = (1−R)²A + TR²A² (`hrel`). Multiply by 4TR² and add (1−R)⁴:

(1−R)⁴ + 4T²R² = (2TR²A + (1−R)²)²

The bracket is positive, so taking the root and solving for A gives the formula. It needs R > 0 because it divides by R²; at R = 0 the mean is simply T = A.

```lean
/-- For `0 < R < 1`, every `T` with `0 < T ≤ (1-R)/(1+R)` is the mean transmittance of a slab whose
single-pass factor, given by the square-root formula, lies in `(0, 1]`. -/
theorem meanTransmittance_absorptionFactor {R T : ℝ} (hR : 0 < R) (hR1 : R < 1) (hT : 0 < T)
    (hT1 : T ≤ (1 - R) / (1 + R)) :
    0 < absorptionFactor R T ∧ absorptionFactor R T ≤ 1 ∧
      meanTransmittance R (absorptionFactor R T) = T := by
  have hk : 0 < 2 * T * R ^ 2 := by positivity
  have hT2 : T * (1 + R) ≤ 1 - R := (le_div_iff₀ (by linarith)).1 hT1
  have hpos : 0 < absorptionFactor R T := by
    refine div_pos (sub_pos.2 (Real.lt_sqrt_of_sq_lt ?_)) hk
    have : 0 < 4 * T ^ 2 * R ^ 2 := by positivity
    linarith [show ((1 - R) ^ 2) ^ 2 = (1 - R) ^ 4 by ring]
  have hle : absorptionFactor R T ≤ 1 := by
    rw [absorptionFactor, div_le_one hk, sub_le_iff_le_add]
    refine Real.sqrt_le_iff.2 ⟨by positivity, ?_⟩
    have h := mul_nonneg (mul_nonneg hk.le (sub_pos.2 hR1).le) (sub_nonneg.2 hT2)
    linarith [show (2 * T * R ^ 2 + (1 - R) ^ 2) ^ 2 - ((1 - R) ^ 4 + 4 * T ^ 2 * R ^ 2)
      = 2 * (2 * T * R ^ 2 * (1 - R) * (1 - R - T * (1 + R))) by ring]
  refine ⟨hpos, hle, ?_⟩
  have hroot : 2 * T * R ^ 2 * absorptionFactor R T + (1 - R) ^ 2
      = √((1 - R) ^ 4 + 4 * T ^ 2 * R ^ 2) := by
    rw [absorptionFactor, mul_div_cancel₀ _ hk.ne', sub_add_cancel]
  have hsq := Real.sq_sqrt (show 0 ≤ (1 - R) ^ 4 + 4 * T ^ 2 * R ^ 2 by positivity)
  rw [← hroot] at hsq
  rw [meanTransmittance_eq hR.le hR1 hpos.le hle,
    div_eq_iff (round_trip_bounds hR.le hR1 hpos.le hle).2.2.ne']
  -- squaring the root gives the quadratic equation for the factor
  apply mul_left_cancel₀ hk.ne'
  linear_combination hsq / 2
```

Conversely, start from T. The upper limit (1−R)/(1+R) is the mean of a transparent slab, A = 1. The recovered A is positive because the root exceeds (1−R)². It is at most 1 because

(2TR² + (1−R)²)² − ((1−R)⁴ + 4T²R²) = 4TR²(1−R)(1−R−T(1+R)) ≥ 0

Squaring 2TR²A + (1−R)² = √((1−R)⁴ + 4T²R²) and dividing by 4TR² returns T = (1−R)²A + TR²A², so this A reproduces T.

Without the upper limit the bound A ≤ 1 fails: R = T = 1/2 gives A = √5 − 1 ≈ 1.24, a slab with gain.

```lean
/-- For a slab of thickness `d > 0` with face reflectance `0 < R < 1` and absorption coefficient
`α ≥ 0`, the mean transmittance determines `α` through the logarithm of the recovered factor. -/
theorem absorption_coefficient {R α d : ℝ} (hR : 0 < R) (hR1 : R < 1) (hα : 0 ≤ α) (hd : 0 < d) :
    -Real.log (absorptionFactor R (meanTransmittance R (Real.exp (-(α * d))))) / d = α := by
  have h1 : Real.exp (-(α * d)) ≤ 1 :=
    Real.exp_le_one_iff.2 (neg_nonpos.2 (mul_nonneg hα hd.le))
  rw [absorptionFactor_meanTransmittance hR hR1 (Real.exp_pos _) h1, Real.log_exp, neg_neg,
    mul_div_cancel_right₀ _ hd.ne']

end

end SlabTransmittance
```

Set A = exp(−αd), with α the intensity absorption coefficient and d the path of one pass, the thickness at normal incidence. This lies in (0, 1], so the inversion applies and −ln A / d = α. Within this fixed-R, phase-averaged model, the result can be compared with an absorption coefficient computed from electronic structure.

```lean
#print axioms SlabTransmittance.incoherent_sum
-- 'SlabTransmittance.incoherent_sum' depends on axioms: [propext, Classical.choice, Quot.sound]
#print axioms SlabTransmittance.meanTransmittance_strictMonoOn
-- 'SlabTransmittance.meanTransmittance_strictMonoOn' depends on axioms: [propext, Classical.choice, Quot.sound]
#print axioms SlabTransmittance.meanTransmittance_absorptionFactor
-- 'SlabTransmittance.meanTransmittance_absorptionFactor' depends on axioms: [propext, Classical.choice, Quot.sound]
#print axioms SlabTransmittance.absorption_coefficient
-- 'SlabTransmittance.absorption_coefficient' depends on axioms: [propext, Classical.choice, Quot.sound]
```
